# Least-squares pair couplings from all 2^N collinear energies are plain averages

## Spins, bonds and the sign of J

There are N sites, and site i carries a sign s_i = ±1. A configuration is a map `Fin N → Bool`, which `spin` turns into signs. The total spin is M = Σ_i s_i (`totalSpin`). Here this means the number of up sites minus the number of down sites; it is not the quantum number S, nor the net moment when the sites carry moments of different sizes. The energy E is any real function of the configuration.

A bond p is an ordered pair of sites (i, j) with i < j, so each pair is counted once. The pair model (`fitEnergy`) is

    F(s) = c + Σ_{i<j} J_ij s_i s_j

It has no factor 1/2 and no minus sign: positive J_ij favours antiparallel spins. The magnitudes of the moments are absorbed in J_ij.

Angle brackets denote the equal-weight average over all 2^N configurations (`average`). The misfit is Q(c, J) = ⟨(E − F)²⟩. For a set A of sites, σ_A is the product of the s_i with i in A (`cluster`), and σ_∅ = 1. For a bond p = (i, j), σ_p means s_i s_j.

## The fitted parameters and the zero-spin ambiguity

The misfit has exactly one minimiser:

    c = ⟨E⟩,   J_ij = ⟨E s_i s_j⟩

Adding to E any combination of products σ_A over clusters whose size is neither 0 nor 2, products over four different sites included, leaves these values unchanged.

On configurations with M = 0, replacing every J_ij by J_ij + δ gives the same energies as replacing c by c − Nδ/2. More generally, a site-dependent shift J_ij → J_ij + a_i + a_j is there equivalent to c → c − Σ_i a_i.

## Extracting exchange couplings from total energies

Codes that map collinear total energies from electronic-structure calculations onto an Ising-like pair model with an independent coupling for each bond can use the averages in place of a linear solver, provided that all 2^N configurations are available with equal weight. The averages also give a reference against which to test a general fitting routine.

If N ≥ 2 and the data contain only configurations with M = 0, the least-squares problem is rank deficient. A solver that returns the minimum-norm solution will still print couplings, but the energies alone do not determine them: the minimum-norm rule selects one of infinitely many parameter sets that fit equally well.

## Orthogonality, completed squares and the shift

**Spin products are orthonormal.** Since σ_A² = 1, ⟨σ_A σ_A⟩ = 1. If A ≠ B, some site k lies in exactly one of them. Flipping s_k pairs up the configurations and reverses the sign of σ_A σ_B, so the sum vanishes. This is `average_cluster_mul`, where `Finset.sum_involution` carries out the pairing. `average_cluster` specialises it to the empty cluster and to bonds.

**Averages recover the parameters.** For any function h of the configuration, exchanging the sums over configurations and bonds gives

    ⟨h F⟩ = c ⟨h⟩ + Σ_p J_p ⟨h σ_p⟩

which is `average_mul_fitEnergy`. Taking h = 1 gives ⟨F⟩ = c, and taking h = σ_q for a bond q gives ⟨F σ_q⟩ = J_q. These are the two halves of `recover_parameters`; its `omega` step shows that two bonds with the same sites are equal. Taking h = F then gives

    ⟨F²⟩ = c² + Σ_p J_p²

**The misfit is a sum of squares.** Write c̄ = ⟨E⟩ and J̄_p = ⟨E σ_p⟩. Expanding the square,

    Q(c, J) = ⟨E²⟩ − 2(c c̄ + Σ_p J_p J̄_p) + c² + Σ_p J_p²
            = ⟨E²⟩ − c̄² − Σ_p J̄_p² + (c − c̄)² + Σ_p (J_p − J̄_p)²

The first three terms of the last line are Q(c̄, J̄), so

    Q(c, J) = Q(c̄, J̄) + (c − c̄)² + Σ_p (J_p − J̄_p)²

In `misfit_eq`, the local statement `key` is the first expansion, used once at (c, J) and once at (c̄, J̄). The added squares are non-negative and vanish together only at c = c̄, J = J̄. `leastSquares_iff` draws this conclusion with `linarith`.

**Other clusters drop out.** If A has size neither 0 nor 2, then A is neither empty nor a bond, so ⟨σ_A⟩ = 0 and ⟨σ_A s_i s_j⟩ = 0. Adding K_A σ_A to E therefore changes neither average. In `unaffected_by_other_clusters`, the local statement `lin` handles both averages at once.

**A site shift acts through M.** The extra energy is

    Σ_{i<j} (a_i + a_j) s_i s_j = Σ_i Σ_j a_i s_i s_j − Σ_i a_i s_i²
                                = (Σ_i a_i s_i) M − Σ_i a_i

`bond_sum` supplies the first equality, by splitting the double sum into i < j, j < i and i = j. `site_shift` supplies the second and adds the pair model. Setting M = 0 and a_i = δ/2 gives `common_shift`.

## The Lean file

```lean
import Mathlib

namespace CollinearEnergyFit

noncomputable section

variable {N : ℕ}

/-- A collinear configuration: each of the `N` spins is up (`true`) or down (`false`). -/
abbrev Config (N : ℕ) := Fin N → Bool

/-- A bond is a pair of sites `i < j`. -/
abbrev Bond (N : ℕ) := {p : Fin N × Fin N // p.1 < p.2}

/-- The sign `s_i = ±1` of the spin on site `i`. -/
def spin (s : Config N) (i : Fin N) : ℝ := if s i then 1 else -1

/-- The total spin `∑ s_i` of a configuration. -/
def totalSpin (s : Config N) : ℝ := ∑ i, spin s i

/-- The product of the spins in a cluster `A` of sites. -/
def cluster (A : Finset (Fin N)) (s : Config N) : ℝ := ∏ i ∈ A, spin s i

/-- The two-site cluster of a bond. -/
def sites (p : Bond N) : Finset (Fin N) := {p.1.1, p.1.2}

/-- The average over all `2^N` configurations. -/
def average (f : Config N → ℝ) : ℝ := (∑ s, f s) / 2 ^ N

/-- The average of `E s_i s_j` over all configurations. -/
def coupling (E : Config N → ℝ) (p : Bond N) : ℝ :=
  average fun s => E s * (spin s p.1.1 * spin s p.1.2)

/-- The pair model `c + ∑_{i<j} J_ij s_i s_j`. -/
def fitEnergy (c : ℝ) (J : Bond N → ℝ) (s : Config N) : ℝ :=
  c + ∑ p, J p * (spin s p.1.1 * spin s p.1.2)

/-- The mean-square deviation of the pair model from the energies `E`. -/
def misfit (E : Config N → ℝ) (c : ℝ) (J : Bond N → ℝ) : ℝ :=
  average fun s => (E s - fitEnergy c J s) ^ 2

/-- Spin products over clusters are orthonormal under the average over all configurations. -/
theorem average_cluster_mul (A B : Finset (Fin N)) :
    average (fun s => cluster A s * cluster B s) = if A = B then 1 else 0 := by
  split_ifs with h
  · subst h
    have h1 : ∀ s : Config N, cluster A s * cluster A s = 1 := by
      intro s
      unfold cluster
      rw [← Finset.prod_mul_distrib]
      refine Finset.prod_eq_one fun i _ => ?_
      unfold spin
      split_ifs <;> norm_num
    simp [average, h1]
  · -- flip a spin that belongs to exactly one of the clusters
    obtain ⟨k, hk⟩ : ∃ k, ¬ (k ∈ A ↔ k ∈ B) :=
      not_forall.mp fun hc => h (Finset.ext hc)
    have hspin : ∀ (s : Config N) i, spin (Function.update s k (!s k)) i
        = (if i = k then -1 else 1) * spin s i := by
      intro s i
      by_cases hi : i = k
      · rw [hi]
        cases hs : s k <;> simp [spin, hs]
      · simp [spin, hi]
    have flip : ∀ (C : Finset (Fin N)) (s : Config N),
        cluster C (Function.update s k (!s k))
          = (if k ∈ C then -1 else 1) * cluster C s := by
      intro C s
      simp only [cluster, hspin, Finset.prod_mul_distrib, Finset.prod_ite_eq']
    have zero : ∑ s : Config N, cluster A s * cluster B s = 0 := by
      refine Finset.sum_involution (fun s _ => Function.update s k (!s k)) ?_ ?_ ?_ ?_
      · intro s _
        simp only [flip]
        by_cases a : k ∈ A <;> by_cases b : k ∈ B <;> simp [a, b] at hk ⊢
      · intro s _ _ he
        have := congrFun he k
        simp at this
      · intro s _
        exact Finset.mem_univ _
      · intro s _
        simp
    simp only [average, zero, zero_div]

/-- A spin product has non-zero average only for the empty cluster, and contributes to the
average with `s_i s_j` only if its cluster is that bond. -/
theorem average_cluster (A : Finset (Fin N)) :
    average (cluster A) = (if A = ∅ then 1 else 0) ∧
      ∀ p, coupling (cluster A) p = if A = sites p then 1 else 0 := by
  constructor
  · have c0 : ∀ s : Config N, cluster ∅ s = 1 := fun s => by simp [cluster]
    have h := average_cluster_mul A ∅
    simpa only [c0, mul_one] using h
  · intro p
    have cp : ∀ s, cluster (sites p) s = spin s p.1.1 * spin s p.1.2 :=
      fun s => Finset.prod_pair p.2.ne
    have h := average_cluster_mul A (sites p)
    simp only [cp] at h
    exact h

/-- The average of any function times a pair model is linear in the model parameters. -/
theorem average_mul_fitEnergy (h : Config N → ℝ) (c : ℝ) (J : Bond N → ℝ) :
    average (fun s => h s * fitEnergy c J s)
      = c * average h + ∑ p, J p * coupling h p := by
  have e : ∀ s, h s * fitEnergy c J s
      = c * h s + ∑ p : Bond N, J p * (h s * (spin s p.1.1 * spin s p.1.2)) := by
    intro s
    unfold fitEnergy
    rw [mul_add, Finset.mul_sum, mul_comm (h s) c]
    congr 1
    exact Finset.sum_congr rfl fun p _ => by ring
  simp only [average, coupling, e, Finset.sum_add_distrib, add_div]
  congr 1
  · rw [← Finset.mul_sum, mul_div_assoc]
  · rw [Finset.sum_comm, Finset.sum_div]
    refine Finset.sum_congr rfl fun p _ => ?_
    rw [← Finset.mul_sum, mul_div_assoc]

/-- If the energies are exactly those of a pair model, the averages return its constant and
its couplings. -/
theorem recover_parameters (c : ℝ) (J : Bond N → ℝ) :
    average (fitEnergy c J) = c ∧ ∀ q, coupling (fitEnergy c J) q = J q := by
  have ne : ∀ p : Bond N, sites p ≠ ∅ := fun p => by simp [sites]
  constructor
  · have c0 : ∀ s : Config N, cluster ∅ s = 1 := fun s => by simp [cluster]
    have h := average_mul_fitEnergy (cluster ∅) c J
    simpa [c0, (average_cluster (∅ : Finset (Fin N))).1,
      (average_cluster (∅ : Finset (Fin N))).2, fun p => (ne p).symm] using h
  · intro q
    -- a bond is determined by its two sites
    have inj : ∀ p : Bond N, sites q = sites p ↔ q = p := by
      intro p
      refine ⟨fun h => ?_, fun h => by rw [h]⟩
      have h1 : q.1.1 ∈ sites p := by rw [← h]; simp [sites]
      have h2 : q.1.2 ∈ sites p := by rw [← h]; simp [sites]
      have hq := q.2
      have hp := p.2
      simp only [sites, Finset.mem_insert, Finset.mem_singleton, Fin.ext_iff] at h1 h2
      rw [Fin.lt_def] at hq hp
      exact Subtype.ext (Prod.ext (Fin.ext (by omega)) (Fin.ext (by omega)))
    have h := average_mul_fitEnergy (cluster (sites q)) c J
    simp only [(average_cluster (sites q)).1, (average_cluster (sites q)).2, if_neg (ne q),
      inj, mul_zero, zero_add, mul_ite, mul_one, Finset.sum_ite_eq, Finset.mem_univ,
      if_true] at h
    refine Eq.trans ?_ h
    unfold coupling
    congr 1
    funext s
    have cp : cluster (sites q) s = spin s q.1.1 * spin s q.1.2 := Finset.prod_pair q.2.ne
    rw [cp, mul_comm]

/-- The misfit of any pair model is the misfit at the averaged parameters plus the squared
deviations of its parameters from them. -/
theorem misfit_eq (E : Config N → ℝ) (c : ℝ) (J : Bond N → ℝ) :
    misfit E c J = misfit E (average E) (coupling E)
      + (c - average E) ^ 2 + ∑ p, (J p - coupling E p) ^ 2 := by
  have key : ∀ (c : ℝ) (J : Bond N → ℝ), misfit E c J = average (fun s => E s ^ 2)
      - 2 * (c * average E + ∑ p, J p * coupling E p) + (c * c + ∑ p, J p * J p) := by
    intro c J
    have h2 := average_mul_fitEnergy (fitEnergy c J) c J
    simp only [(recover_parameters c J).1, (recover_parameters c J).2] at h2
    rw [← average_mul_fitEnergy E c J, ← h2]
    have hs : ∑ s, (E s - fitEnergy c J s) ^ 2 = ∑ s, E s ^ 2
        - 2 * ∑ s, E s * fitEnergy c J s + ∑ s, fitEnergy c J s * fitEnergy c J s := by
      rw [Finset.mul_sum, ← Finset.sum_sub_distrib, ← Finset.sum_add_distrib]
      exact Finset.sum_congr rfl fun s _ => by ring
    simp only [misfit, average, hs]
    ring
  have hJ : ∑ p, (J p - coupling E p) ^ 2 = ∑ p, J p * J p
      - 2 * ∑ p, J p * coupling E p + ∑ p, coupling E p * coupling E p := by
    rw [Finset.mul_sum, ← Finset.sum_sub_distrib, ← Finset.sum_add_distrib]
    exact Finset.sum_congr rfl fun p _ => by ring
  rw [key c J, key (average E) (coupling E), hJ]
  ring

/-- A pair model is a least-squares fit to the energies of all configurations exactly when its
constant is the average of `E` and each `J_ij` is the average of `E s_i s_j`. -/
theorem leastSquares_iff (E : Config N → ℝ) (c : ℝ) (J : Bond N → ℝ) :
    (∀ c' J', misfit E c J ≤ misfit E c' J') ↔ c = average E ∧ J = coupling E := by
  constructor
  · intro h
    have h0 := h (average E) (coupling E)
    rw [misfit_eq E c J] at h0
    have hn : ∀ p ∈ Finset.univ, 0 ≤ (J p - coupling E p) ^ 2 := fun p _ => sq_nonneg _
    have hS := Finset.sum_nonneg hn
    have hc := sq_nonneg (c - average E)
    have hc0 : (c - average E) ^ 2 = 0 := by linarith
    have hS0 : ∑ p, (J p - coupling E p) ^ 2 = 0 := by linarith
    refine ⟨sub_eq_zero.mp (pow_eq_zero_iff two_ne_zero |>.mp hc0), funext fun p => ?_⟩
    have hp := (Finset.sum_eq_zero_iff_of_nonneg hn).mp hS0 p (Finset.mem_univ p)
    exact sub_eq_zero.mp (pow_eq_zero_iff two_ne_zero |>.mp hp)
  · rintro ⟨rfl, rfl⟩ c' J'
    rw [misfit_eq E c' J']
    have hS : 0 ≤ ∑ p, (J' p - coupling E p) ^ 2 :=
      Finset.sum_nonneg fun p _ => sq_nonneg _
    linarith [sq_nonneg (c' - average E)]

/-- Adding spin products over clusters of any sizes other than zero and two, such as four-spin
terms, changes neither the average energy nor the averages of `E s_i s_j`. -/
theorem unaffected_by_other_clusters (E : Config N → ℝ) (F : Finset (Finset (Fin N)))
    (K : Finset (Fin N) → ℝ) (hF : ∀ A ∈ F, A.card ≠ 0 ∧ A.card ≠ 2) :
    average (fun s => E s + ∑ A ∈ F, K A * cluster A s) = average E ∧
      coupling (fun s => E s + ∑ A ∈ F, K A * cluster A s) = coupling E := by
  -- terms orthogonal to a weight `w` drop out of the average with `w`
  have lin : ∀ w : Config N → ℝ, (∀ A ∈ F, average (fun s => cluster A s * w s) = 0) →
      average (fun s => (E s + ∑ A ∈ F, K A * cluster A s) * w s)
        = average (fun s => E s * w s) := by
    intro w hw
    have hz : ∑ s, (∑ A ∈ F, K A * cluster A s) * w s = 0 := by
      simp only [Finset.sum_mul]
      rw [Finset.sum_comm]
      refine Finset.sum_eq_zero fun A hA => ?_
      have h0 : ∑ s, cluster A s * w s = 0 :=
        (div_eq_zero_iff.mp (hw A hA)).resolve_right (by positivity)
      simp only [mul_assoc]
      rw [← Finset.mul_sum, h0, mul_zero]
    simp only [average, add_mul, Finset.sum_add_distrib, hz, add_zero]
  constructor
  · have h := lin (fun _ => 1) (fun A hA => by
      have h1 := (average_cluster A).1
      rw [if_neg (fun h => (hF A hA).1 (by simp [h]))] at h1
      simpa only [mul_one] using h1)
    simpa only [mul_one] using h
  · funext p
    refine lin (fun s => spin s p.1.1 * spin s p.1.2) (fun A hA => ?_)
    have h1 := (average_cluster A).2 p
    rw [if_neg (fun h => (hF A hA).2 (by rw [h]; exact Finset.card_pair p.2.ne))] at h1
    exact h1

/-- A sum over bonds of both orderings of a pair quantity is the full double sum without its
diagonal. -/
theorem bond_sum (g : Fin N → Fin N → ℝ) :
    ∑ p : Bond N, (g p.1.1 p.1.2 + g p.1.2 p.1.1) = ∑ i, ∑ j, g i j - ∑ i, g i i := by
  have h1 : ∑ p : Bond N, (g p.1.1 p.1.2 + g p.1.2 p.1.1)
      = ∑ i, ∑ j, if i < j then g i j + g j i else 0 := by
    rw [← Fintype.sum_prod_type' (f := fun i j => if i < j then g i j + g j i else 0),
      ← Finset.sum_filter]
    exact (Finset.sum_subtype _ (by simp)
      (fun p : Fin N × Fin N => g p.1 p.2 + g p.2 p.1)).symm
  have h2 : ∀ i j, g i j = (if i < j then g i j else 0) + (if j < i then g i j else 0)
      + (if i = j then g i j else 0) := by
    intro i j
    rcases lt_trichotomy i j with h | h | h
    · simp [h, lt_asymm h, h.ne]
    · simp [h]
    · simp [h, lt_asymm h, h.ne']
  have hc : ∑ i, ∑ j, (if j < i then g i j else 0)
      = ∑ i, ∑ j, (if i < j then g j i else 0) := Finset.sum_comm
  have h3 : ∑ i, ∑ j, g i j = ∑ i, ∑ j, (if i < j then g i j else 0)
      + ∑ i, ∑ j, (if i < j then g j i else 0) + ∑ i, g i i := by
    rw [← hc, Finset.sum_congr rfl fun i _ => Finset.sum_congr rfl fun j _ => h2 i j]
    simp only [Finset.sum_add_distrib, Finset.sum_ite_eq, Finset.mem_univ, if_true]
  have h4 : ∀ i j, (if i < j then g i j + g j i else 0)
      = (if i < j then g i j else 0) + (if i < j then g j i else 0) := by
    intro i j
    split_ifs <;> simp
  rw [h1, h3]
  simp only [h4, Finset.sum_add_distrib]
  ring

/-- Shifting every `J_ij` by `a_i + a_j` equals lowering the constant by `∑ a_i`, up to a term
proportional to the total spin. -/
theorem site_shift (c : ℝ) (J : Bond N → ℝ) (a : Fin N → ℝ) (s : Config N) :
    fitEnergy c (fun p => J p + (a p.1.1 + a p.1.2)) s
      = fitEnergy (c - ∑ i, a i) J s + (∑ i, a i * spin s i) * totalSpin s := by
  have hb := bond_sum (fun i j => a i * spin s i * spin s j)
  have hd : ∑ i, a i * spin s i * spin s i = ∑ i, a i := by
    refine Finset.sum_congr rfl fun i _ => ?_
    unfold spin
    split_ifs <;> ring
  have hm : ∑ i, ∑ j, a i * spin s i * spin s j
      = (∑ i, a i * spin s i) * totalSpin s := by
    unfold totalSpin
    rw [Finset.sum_mul_sum]
  have he : ∑ p : Bond N, (J p + (a p.1.1 + a p.1.2)) * (spin s p.1.1 * spin s p.1.2)
      = ∑ p : Bond N, J p * (spin s p.1.1 * spin s p.1.2)
        + ∑ p : Bond N, (a p.1.1 * spin s p.1.1 * spin s p.1.2
          + a p.1.2 * spin s p.1.2 * spin s p.1.1) := by
    rw [← Finset.sum_add_distrib]
    exact Finset.sum_congr rfl fun p _ => by ring
  simp only [hd, hm] at hb
  simp only [fitEnergy]
  linear_combination he + hb

/-- On configurations of zero total spin, a common shift `δ` of all couplings gives the same
energies as lowering the constant by `N δ / 2`. -/
theorem common_shift (c δ : ℝ) (J : Bond N → ℝ) (s : Config N) (hs : totalSpin s = 0) :
    fitEnergy c (fun p => J p + δ) s = fitEnergy (c - N * (δ / 2)) J s := by
  have h := site_shift c J (fun _ => δ / 2) s
  rw [hs, mul_zero, add_zero] at h
  simp only [add_halves, Finset.sum_const, Finset.card_univ, Fintype.card_fin,
    nsmul_eq_mul] at h
  exact h

end

end CollinearEnergyFit
```

```lean
#print axioms CollinearEnergyFit.leastSquares_iff
#print axioms CollinearEnergyFit.unaffected_by_other_clusters
#print axioms CollinearEnergyFit.common_shift
```

```
'CollinearEnergyFit.leastSquares_iff' depends on axioms: [propext, Classical.choice, Quot.sound]
'CollinearEnergyFit.unaffected_by_other_clusters' depends on axioms: [propext, Classical.choice, Quot.sound]
'CollinearEnergyFit.common_shift' depends on axioms: [propext, Classical.choice, Quot.sound]
```

## Full enumeration, equal weights and collinear states

`leastSquares_iff` says that (c, J) has a misfit no larger than that of any other (c', J') if and only if `c = average E ∧ J = coupling E`. Because couplings are functions on bonds, this is plain equality, with no redundant entries J_ji. The theorem holds for every N and every E, with no assumption that a pair model describes the energies well. The minimum misfit may be large, and products over four different sites may change it even though they leave the fitted parameters alone.

In `unaffected_by_other_clusters`, `F` is the finite set of added clusters (not the pair model F(s)), `K` holds their coefficients, and `hF` excludes sizes 0 and 2. Those two sizes are the constant and the pair terms themselves. The four-spin terms named in the docstring are products over four different sites. An interaction between spin vectors such as (S_i·S_j)(S_j·S_k), with i, j and k different, is proportional to s_i s_k for collinear spins, so it does change the fitted J_ik.

The uniqueness and the immunity to other clusters are proved for the complete, equally weighted set of configurations. A subset can lose both. For N = 4 and M = 0, the common shift makes the parameters non-unique, and the product s_1 s_2 s_3 s_4 equals +1 in every configuration, so a four-spin term looks like a constant.

`site_shift` holds for every configuration; `common_shift` takes M = 0 as the hypothesis `hs`, which no configuration satisfies when N is odd. Both are identities between model energies, and the rank deficiency described above is their consequence for a fit.

The energies enter as exact real numbers, one per sign pattern. Whether a self-consistent calculation converges to each pattern, how rounding affects the averages, and whether the couplings describe noncollinear states are separate questions.
